# At fixed hopping, neighbouring site energies change the third central moment of a local density of states but not its variance

The lattice is a finite set of sites with one orthonormal orbital on each. A Hermitian matrix $T$ holds the hopping amplitudes $T_{ij}$, and a real number $e_j$ is the energy level of the atom on site $j$. The one-electron Hamiltonian is $H = T + \mathrm{diag}(e)$. An alloy configuration is a choice of the levels $e$, while $T$ stays the same for every configuration.

Let $E_k$ be the eigenvalues of $H$, and let column $k$ of the unitary matrix $U$ be the corresponding eigenvector. The local density of states at site $i$ gives the energy $E_k$ the weight $|U_{ik}|^2$. Its $p$-th moment about an energy $c$ is

$$M_p(c) = \sum_k |U_{ik}|^2 (E_k - c)^p .$$

The mean is $M_1(0)$, and a central moment is taken about that mean. The variance is the second central moment, and its square root is the rms width.

## The Hamiltonian and the spectral moments in Lean

```lean
import Mathlib

open Matrix

namespace AlloyLocalDensity

noncomputable section

variable {n : Type*} [Fintype n] [DecidableEq n]
```

The type `n` is the set of sites, so a matrix of type `Matrix n n ℂ` has one row and one column for each site.

```lean
/-- The alloy Hamiltonian: hopping matrix `T` plus the site energies `e` on the diagonal. -/
def alloy (T : Matrix n n ℂ) (e : n → ℝ) : Matrix n n ℂ :=
  T + diagonal (fun j => (e j : ℂ))
```

`alloy T e` is $H$. The levels are real by their type, `n → ℝ`, and are converted to complex numbers to sit in the matrix.

```lean
/-- The `p`-th moment about the energy `c` of the local density of states at site `i`:
each eigenvalue is weighted by the squared modulus of its eigenvector at that site. -/
def momentAbout {H : Matrix n n ℂ} (hH : H.IsHermitian) (i : n) (c : ℝ) (p : ℕ) : ℝ :=
  ∑ k, ‖(hH.eigenvectorUnitary : Matrix n n ℂ) i k‖ ^ 2 * (hH.eigenvalues k - c) ^ p
```

This is $M_p(c)$. The argument `hH` is a proof that `H` is Hermitian. Mathlib's eigenvalues and eigenvectors are obtained from such a proof, which is why it appears where one might expect only the matrix.

```lean
/-- The mean energy of the local density of states at site `i`. -/
def localMean {H : Matrix n n ℂ} (hH : H.IsHermitian) (i : n) : ℝ :=
  momentAbout hH i 0 1
```

The mean is the first moment about zero.

```lean
/-- The `p`-th moment of the local density of states at site `i` about its own mean. -/
def centralMoment {H : Matrix n n ℂ} (hH : H.IsHermitian) (i : n) (p : ℕ) : ℝ :=
  momentAbout hH i (localMean hH i) p
```

A central moment is taken about the computed mean, not about $e_i$. That the two agree when $T_{ii}=0$ has to be proved.

```lean
omit [Fintype n] in
/-- With Hermitian hopping and real site energies the alloy Hamiltonian is Hermitian. -/
theorem alloy_isHermitian {T : Matrix n n ℂ} (hT : T.IsHermitian) (e : n → ℝ) :
    (alloy T e).IsHermitian := by
  have hD : (diagonal (fun j => (e j : ℂ)))ᴴ = diagonal (fun j => (e j : ℂ)) := by
    rw [diagonal_conjTranspose]
    congr 1
    funext j
    exact Complex.conj_ofReal (e j)
  unfold alloy Matrix.IsHermitian
  rw [conjTranspose_add, hT.eq, hD]
```

In a Lean theorem, the hypotheses stand before the colon, the statement after it, and the proof after `:= by`. Here the statement is $H^\dagger = H$. By hand, $T^\dagger = T$ by assumption, and a real diagonal matrix equals its own adjoint. The proof establishes the second fact as `hD` and adds the two.

## Moments as diagonal matrix elements

```lean
/-- For any orthonormal eigenbasis `U` of `H` with energies `E`, the diagonal element of
`(H - c) ^ p` at site `i` is the `p`-th moment about `c` of the energies weighted by
`|U i k|²`. -/
theorem pow_apply_of_eigenbasis {H U : Matrix n n ℂ} {E : n → ℝ} (hU : U * Uᴴ = 1)
    (hE : H * U = U * diagonal (fun k => (E k : ℂ))) (i : n) (c : ℝ) (p : ℕ) :
    ((H - diagonal (fun _ : n => (c : ℂ))) ^ p) i i
      = ((∑ k, ‖U i k‖ ^ 2 * (E k - c) ^ p : ℝ) : ℂ) := by
  have h1 : (H - diagonal (fun _ : n => (c : ℂ))) * U
      = U * diagonal (fun k => ((E k - c : ℝ) : ℂ)) := by
    rw [Matrix.sub_mul, hE]
    ext a k
    simp only [Matrix.sub_apply, mul_diagonal, diagonal_mul]
    push_cast
    ring
  -- powers of the shifted Hamiltonian act on the eigenvectors by powers of the shifted energies
  have h2 : ∀ q : ℕ, (H - diagonal (fun _ : n => (c : ℂ))) ^ q * U
      = U * diagonal (fun k => (((E k - c) ^ q : ℝ) : ℂ)) := by
    intro q
    induction q with
    | zero => simp
    | succ q ih =>
      rw [pow_succ, Matrix.mul_assoc, h1, ← Matrix.mul_assoc, ih]
      ext a k
      simp only [mul_diagonal]
      push_cast
      ring
  have hz : ∀ z : ℂ, z * star z = ((‖z‖ ^ 2 : ℝ) : ℂ) := by
    intro z
    rw [← Complex.normSq_eq_norm_sq]
    exact Complex.mul_conj z
  have h3 : (H - diagonal (fun _ : n => (c : ℂ))) ^ p
      = U * diagonal (fun k => (((E k - c) ^ p : ℝ) : ℂ)) * Uᴴ := by
    rw [← h2 p, Matrix.mul_assoc, hU, Matrix.mul_one]
  rw [h3, Matrix.mul_apply, Complex.ofReal_sum]
  refine Finset.sum_congr rfl fun k _ => ?_
  rw [mul_diagonal, conjTranspose_apply, Complex.ofReal_mul, ← hz]
  ring
```

The hypotheses say that $UU^\dagger = 1$ and $HU = U\,\mathrm{diag}(E)$, so the columns of $U$ form an orthonormal eigenbasis. The conclusion is

$$\big[(H-c)^p\big]_{ii} = \sum_k |U_{ik}|^2 (E_k-c)^p .$$

By hand, subtract $cU$ from both sides of the eigenvalue equation:

$$(H-c)\,U = U\,\mathrm{diag}(E-c).$$

This is `h1`. Applying $H-c$ repeatedly gives $(H-c)^q U = U\,\mathrm{diag}\big((E-c)^q\big)$, which is `h2`, proved by induction on $q$. Multiplying on the right by $U^\dagger$ gives `h3`:

$$(H-c)^p = U\,\mathrm{diag}\big((E-c)^p\big)\,U^\dagger .$$

The $ii$ element is $\sum_k U_{ik}(E_k-c)^p\,U_{ik}^*$, and `hz` supplies $zz^* = |z|^2$.

The left side does not mention $U$. The moments are therefore the same for every orthonormal eigenbasis, including any choice made within a degenerate level. For $p=0$ the formula says that the weights add up to one.

```lean
/-- The moments of the local density of states are diagonal elements of powers of the
shifted Hamiltonian. -/
theorem momentAbout_eq {H : Matrix n n ℂ} (hH : H.IsHermitian) (i : n) (c : ℝ) (p : ℕ) :
    (momentAbout hH i c p : ℂ) = ((H - diagonal (fun _ : n => (c : ℂ))) ^ p) i i := by
  have hU : (hH.eigenvectorUnitary : Matrix n n ℂ)
      * (hH.eigenvectorUnitary : Matrix n n ℂ)ᴴ = 1 :=
    mem_unitaryGroup_iff.mp hH.eigenvectorUnitary.2
  have hE : H * (hH.eigenvectorUnitary : Matrix n n ℂ)
      = (hH.eigenvectorUnitary : Matrix n n ℂ)
        * diagonal (fun k => (hH.eigenvalues k : ℂ)) := by
    ext a k
    have h := congrFun (hH.mulVec_eigenvectorBasis k) a
    rw [mul_diagonal, Matrix.mul_apply]
    simpa [Matrix.mulVec, dotProduct, mul_comm] using h
  exact (pow_apply_of_eigenbasis hU hE i c p).symm
```

This applies the previous theorem to the eigenvectors that Mathlib provides. `hU` is their unitarity, and `hE` collects the equations $Hv_k = E_k v_k$, with $v_k$ the $k$-th eigenvector, into one matrix equation. The `(… : ℂ)` around the moment converts a real number to a complex one, because the matrix element on the other side has complex type. The equality thus also says that this element is real.

## Paths that return to the site

```lean
/-- For Hermitian `T` and diagonal entries `d` with `d i = 0`, the `i i` element of
`(T + diagonal d) ^ 2` is that of `T ^ 2`, and the `i i` element of `(T + diagonal d) ^ 3` is that
of `T ^ 3` plus `∑ⱼ |Tᵢⱼ|² dⱼ`. -/
theorem path_expansion {T : Matrix n n ℂ} (hT : T.IsHermitian) (d : n → ℂ) (i : n)
    (hd : d i = 0) :
    ((T + diagonal d) ^ 2) i i = (T ^ 2) i i ∧
    ((T + diagonal d) ^ 3) i i = (T ^ 3) i i + ∑ j, ((‖T i j‖ ^ 2 : ℝ) : ℂ) * d j := by
  constructor
  · have h : (T + diagonal d) ^ 2
        = T ^ 2 + T * diagonal d + diagonal d * (T + diagonal d) := by noncomm_ring
    rw [h]
    simp only [Matrix.add_apply, mul_diagonal, diagonal_mul, hd, mul_zero, zero_mul, add_zero]
  · have h : (T + diagonal d) ^ 3 = T ^ 3 + T * diagonal d * T
        + (T * T + T * diagonal d) * diagonal d
        + diagonal d * ((T + diagonal d) * (T + diagonal d)) := by noncomm_ring
    have hS : (T * diagonal d * T) i i = ∑ j, ((‖T i j‖ ^ 2 : ℝ) : ℂ) * d j := by
      rw [Matrix.mul_apply]
      refine Finset.sum_congr rfl fun j _ => ?_
      have hz : T i j * star (T i j) = ((‖T i j‖ ^ 2 : ℝ) : ℂ) := by
        rw [← Complex.normSq_eq_norm_sq]
        exact Complex.mul_conj _
      rw [mul_diagonal, ← hT.apply j i, ← hz]
      ring
    rw [h, Matrix.add_apply, Matrix.add_apply, Matrix.add_apply, hS, mul_diagonal,
      diagonal_mul, hd, mul_zero, zero_mul, add_zero, add_zero]
```

Let $D = \mathrm{diag}(d)$ with $d_i = 0$. Matrices do not commute, so the order of the factors has to be kept:

$$(T+D)^2 = T^2 + TD + D(T+D),$$

$$(T+D)^3 = T^3 + TDT + (TT+TD)D + D(T+D)(T+D).$$

For any matrix $X$, both $(XD)_{ii}$ and $(DX)_{ii}$ equal $X_{ii}d_i = 0$. Every term that begins or ends with $D$ therefore vanishes at site $i$. In the square only $T^2$ is left. In the cube $TDT$ also survives, and since $T_{ji} = T_{ij}^*$,

$$(TDT)_{ii} = \sum_j T_{ij}\,d_j\,T_{ji} = \sum_j |T_{ij}|^2 d_j .$$

An electron has to hop to a neighbour, feel the level there and hop back, which takes three factors of the Hamiltonian. In Lean, `noncomm_ring` verifies the two expansions, `hS` is the sum over neighbours, and the simplification with `hd` removes the remaining terms. The symbol `∧` joins the two statements.

## Mean, variance and third central moment

```lean
/-- For Hermitian hopping `T` with no diagonal element at site `i`, the local density of
states there has mean `e i`, variance `(T²)ᵢᵢ`, and third central moment
`(T³)ᵢᵢ + ∑ⱼ |Tᵢⱼ|² (eⱼ - eᵢ)`. -/
theorem local_density_moments {T : Matrix n n ℂ} (hT : T.IsHermitian) (e : n → ℝ) (i : n)
    (h0 : T i i = 0) :
    localMean (alloy_isHermitian hT e) i = e i ∧
    (centralMoment (alloy_isHermitian hT e) i 2 : ℂ) = (T ^ 2) i i ∧
    (centralMoment (alloy_isHermitian hT e) i 3 : ℂ)
      = (T ^ 3) i i + ((∑ j, ‖T i j‖ ^ 2 * (e j - e i) : ℝ) : ℂ) := by
  have hm : localMean (alloy_isHermitian hT e) i = e i := by
    apply Complex.ofReal_injective
    rw [localMean, momentAbout_eq]
    simp [alloy, h0]
  -- measure all site energies from the level of site `i`
  have hs : alloy T e - diagonal (fun _ : n => (e i : ℂ))
      = T + diagonal (fun j => (e j : ℂ) - (e i : ℂ)) := by
    ext a b
    by_cases hab : a = b
    · subst hab
      simp [alloy, add_sub_assoc]
    · simp [alloy, hab]
  obtain ⟨h2, h3⟩ := path_expansion hT (fun j => (e j : ℂ) - (e i : ℂ)) i (sub_self _)
  refine ⟨hm, ?_, ?_⟩
  · rw [centralMoment, hm, momentAbout_eq, hs, h2]
  · rw [centralMoment, hm, momentAbout_eq, hs, h3, Complex.ofReal_sum]
    simp only [Complex.ofReal_mul, Complex.ofReal_sub]
```

For $T_{ii}=0$ at the site considered, the three statements are

$$\text{mean} = e_i, \qquad \text{variance} = (T^2)_{ii} = \sum_j |T_{ij}|^2,$$

$$\text{third central moment} = (T^3)_{ii} + \sum_j |T_{ij}|^2 (e_j - e_i).$$

The middle sum, which is the Hermitian matrix product written out, shows that the variance counts only squared hoppings.

The mean comes from $p=1$, $c=0$: it is $H_{ii} = T_{ii}+e_i = e_i$. This is `hm`. The condition $T_{ii}=0$ means that the whole on-site energy is in $e_i$; otherwise the mean would be $e_i + T_{ii}$. Next, measure all energies from the mean:

$$H - e_i = T + \mathrm{diag}(e_j - e_i).$$

This is `hs`. The new diagonal matrix vanishes at site $i$, so the path expansion applies with $d_j = e_j - e_i$ and gives the other two results.

The configuration enters the third moment only through the sum. A neighbour with a higher level contributes positively and one with a lower level negatively, each in proportion to its squared hopping. The term $(T^3)_{ii}$ belongs to the hopping alone and can have either sign, so the total need not have the sign of the neighbours' contribution. On a lattice with a single site, the variance and the third central moment are both zero.

## Raising the neighbours' levels

```lean
/-- For Hermitian hopping `T`, let two configurations agree at site `i`, where `T` has no diagonal
element. If no site coupled to `i` is lowered and at least one is raised, the local variance at `i`
is unchanged and the third central moment strictly increases. -/
theorem skew_towards_neighbours {T : Matrix n n ℂ} (hT : T.IsHermitian) (e e' : n → ℝ)
    (i : n) (h0 : T i i = 0) (hi : e' i = e i) (hle : ∀ j, T i j ≠ 0 → e j ≤ e' j)
    (hlt : ∃ j, T i j ≠ 0 ∧ e j < e' j) :
    centralMoment (alloy_isHermitian hT e') i 2 = centralMoment (alloy_isHermitian hT e) i 2 ∧
    centralMoment (alloy_isHermitian hT e) i 3
      < centralMoment (alloy_isHermitian hT e') i 3 := by
  obtain ⟨-, h2, h3⟩ := local_density_moments hT e i h0
  obtain ⟨-, h2', h3'⟩ := local_density_moments hT e' i h0
  refine ⟨Complex.ofReal_injective (h2'.trans h2.symm), ?_⟩
  have hdiff : centralMoment (alloy_isHermitian hT e') i 3
      - centralMoment (alloy_isHermitian hT e) i 3
      = (∑ j, ‖T i j‖ ^ 2 * (e' j - e' i)) - ∑ j, ‖T i j‖ ^ 2 * (e j - e i) := by
    apply Complex.ofReal_injective
    rw [Complex.ofReal_sub, Complex.ofReal_sub, h3', h3]
    ring
  have hsum : ∑ j, ‖T i j‖ ^ 2 * (e j - e i) < ∑ j, ‖T i j‖ ^ 2 * (e' j - e' i) := by
    rw [hi]
    apply Finset.sum_lt_sum
    · intro j _
      by_cases hj : T i j = 0
      · simp [hj]
      · exact mul_le_mul_of_nonneg_left (by linarith [hle j hj]) (sq_nonneg _)
    · obtain ⟨j, hj, hjlt⟩ := hlt
      have hpos : 0 < ‖T i j‖ ^ 2 := pow_pos (norm_pos_iff.mpr hj) 2
      exact ⟨j, Finset.mem_univ j, by nlinarith [mul_pos hpos (sub_pos.mpr hjlt)]⟩
  linarith
```

Two configurations `e` and `e'` have the same level at site $i$. No site coupled to $i$ is lower in `e'`, and at least one is higher. Sites with $T_{ij}=0$ may change in any way. The variance is then the same, and the third central moment is strictly larger for `e'`.

By hand, the variances are both $(T^2)_{ii}$. In the difference of the third moments, $(T^3)_{ii}$ cancels and $e'_i = e_i$, which leaves

$$\sum_j |T_{ij}|^2 (e'_j - e_j) > 0,$$

because no term is negative and at least one is positive. In the proof, `hdiff` writes the difference of the moments as a difference of two sums. `hsum` compares these sums term by term with `Finset.sum_lt_sum`, and `linarith` combines the two.

The theorem concerns the third central moment itself. The usual dimensionless skewness divides it by the cube of the rms width; that width is here positive and the same in both configurations, so the skewness increases as well.

## Counting unlike neighbours in a binary alloy

```lean
/-- Binary alloy with Hermitian hopping `T`, level `b` on the sites `s` and level `a` elsewhere: at
a site `i` of level `a`, outside `s` and with no diagonal hopping, the third central moment is
`(T³)ᵢᵢ` plus `b - a` times the summed squared hopping to the sites `s`. -/
theorem binary_alloy_third_moment {T : Matrix n n ℂ} (hT : T.IsHermitian) (a b : ℝ)
    (s : Finset n) (i : n) (h0 : T i i = 0) (hi : i ∉ s) :
    (centralMoment (alloy_isHermitian hT (fun j => if j ∈ s then b else a)) i 3 : ℂ)
      = (T ^ 3) i i + (((b - a) * ∑ j ∈ s, ‖T i j‖ ^ 2 : ℝ) : ℂ) := by
  have hsum : (b - a) * ∑ j ∈ s, ‖T i j‖ ^ 2
      = ∑ j, ‖T i j‖ ^ 2 * ((if j ∈ s then b else a) - (if i ∈ s then b else a)) := by
    rw [Finset.mul_sum]
    -- like neighbours contribute nothing
    refine (Finset.sum_congr rfl fun j hj => ?_).trans
      (Finset.sum_subset (Finset.subset_univ s) fun j _ hj => ?_)
    · rw [if_pos hj, if_neg hi]
      ring
    · rw [if_neg hj, if_neg hi, sub_self, mul_zero]
  rw [hsum]
  exact (local_density_moments hT (fun j => if j ∈ s then b else a) i h0).2.2

end

end AlloyLocalDensity
```

The sites in the set `s` have level $b$ and all others have level $a$. For a site $i$ outside `s`, with $T_{ii}=0$, the third central moment is

$$(T^3)_{ii} + (b-a)\sum_{j\in s}|T_{ij}|^2 .$$

This follows from the general formula, since $e_j - e_i$ equals $b-a$ for $j$ in `s` and zero for every other site. `hsum` carries out this reduction of the sum: `Finset.sum_subset` extends it from `s` to the whole lattice by adding zeros. A site of level $b$ is treated by exchanging the two names and taking the complementary set. If site $i$ has $z$ unlike neighbours, each coupled to it by the same hopping $t$, and no other unlike atom is coupled to it, the configuration contributes $(b-a)\,z\,|t|^2$.

For a finite, non-interacting alloy model with orthonormal orbitals and configuration-independent hopping, these formulas offer a check on computed local densities of states, taken over the whole spectrum and before any broadening: a change of the neighbours' levels should shift the third central moment by the change in the weighted sum above, which can be zero if the contributions cancel, and should leave the variance alone. If the hopping itself depends on which atoms occupy the sites, the variance can change from one configuration to another. In general, three moments also do not fix the shape of the density, such as the positions of its peaks.

```lean
#print axioms AlloyLocalDensity.local_density_moments
-- 'AlloyLocalDensity.local_density_moments' depends on axioms: [propext, Classical.choice, Quot.sound]
#print axioms AlloyLocalDensity.skew_towards_neighbours
-- 'AlloyLocalDensity.skew_towards_neighbours' depends on axioms: [propext, Classical.choice, Quot.sound]
#print axioms AlloyLocalDensity.binary_alloy_third_moment
-- 'AlloyLocalDensity.binary_alloy_third_moment' depends on axioms: [propext, Classical.choice, Quot.sound]
```
